# The response density of a nondegenerate full-CI level is Hermitian

Q: You give the left state as a vector `l` of its own, with no built-in relation to the right state `r`. In a Hermitian problem the bra is the adjoint of the ket, so why not write \(r^\dagger\) from the start?

A: Because the result would then be assumed. In coupled-cluster theory the two states are parametrized separately: \(r\) stands for \(e^{T}|0\rangle\) and \(l\) for \(\langle 0|(1+\Lambda)e^{-T}\), with \(T\) the cluster operator, \(\Lambda\) the de-excitation operator of the left state and \(|0\rangle\) the reference. They satisfy \(lr=1\), but in a truncated calculation they are generally not adjoint to each other, even up to a factor. At full CI both are eigenvectors of the Hamiltonian matrix \(H\), and their relation has to be derived from that.

The file therefore treats both as complex amplitude lists over a finite orthonormal many-electron basis `n`. The product `⬝ᵥ` conjugates nothing, so `l ⬝ᵥ r` is the row-times-column product \(lr\). Every complex conjugation appears explicitly as `star`.

In Lean 4 with Mathlib:

```lean
import Mathlib

open Matrix
open scoped ComplexOrder

namespace CoupledClusterDensityAsymmetry

noncomputable section

variable {n ι : Type*} [Fintype n]
```

Q: Where does the physics of the level enter?

A: In a nondegeneracy condition. `SpansEigenspace H E r` says that the solutions of \(Hv=Ev\) are exactly the multiples of \(r\). It doesn't say that \(r\neq0\), but \(lr=1\) supplies that. The energy \(E\) may be complex at this stage.

```lean
/-- The solutions of `H v = E v` are exactly the multiples of `r`. -/
def SpansEigenspace (H : Matrix n n ℂ) (E : ℂ) (r : n → ℂ) : Prop :=
  ∀ v : n → ℂ, H *ᵥ v = E • v ↔ ∃ c : ℂ, v = c • r
```

Q: And the density? I expect orbital indices.

A: The labels \(p,q\) come from an arbitrary set `ι`, and each pair has a matrix \(A(p,q)\). The response density is \(D(p,q)=l\,A(p,q)\,r\). For the one-particle density, take spin orbitals as labels and let \(A(p,q)\) be the matrix of \(a_p^\dagger a_q\), where \(a_p^\dagger\) and \(a_q\) create and annihilate an electron. Its adjoint is \(a_q^\dagger a_p\), so \(A(p,q)^\dagger=A(q,p)\), which is the only property of the operators that the theorem uses.

```lean
/-- The response density `D(p,q) = l A(p,q) r` of a left state `l` and a right state `r`. -/
def responseDensity (l r : n → ℂ) (A : ι → ι → Matrix n n ℂ) (p q : ι) : ℂ :=
  l ⬝ᵥ (A p q *ᵥ r)
```

A second family is useful for testing: the matrix units \(|p\rangle\langle q|\), whose labels are many-electron basis states and not orbitals.

```lean
/-- The matrix units `|p⟩⟨q|` of the many-electron basis. -/
def matrixUnits [DecidableEq n] (p q : n) : Matrix n n ℂ := Matrix.single p q 1
```

Q: Then derive the result. Why is \(E\) real, if you allowed it to be complex?

A: The adjoint of \(Hr=Er\) is \(r^\dagger H=E^*r^\dagger\), since \(H^\dagger=H\). Evaluating \(r^\dagger Hr\) in both directions gives

\[
E\,r^\dagger r=r^\dagger Hr=E^*\,r^\dagger r .
\]

As \(r\neq0\), the number \(r^\dagger r\) is nonzero and cancels, so \(E=E^*\). The first lemma below, needed later, says that conjugating an overlap conjugates both vectors.

```lean
/-- Complex conjugation of a bilinear overlap conjugates both vectors. -/
lemma star_overlap (v w : n → ℂ) : star (v ⬝ᵥ w) = star v ⬝ᵥ star w := by
  simp only [dotProduct, star_sum, star_mul', Pi.star_apply]
```

In `energy_real`, `h1` is the adjoint equation, `h2` is the double evaluation, and `mul_right_cancel₀` removes the norm.

```lean
/-- An eigenvalue of a Hermitian matrix with a nonzero eigenvector is real. -/
theorem energy_real {H : Matrix n n ℂ} (hH : H.IsHermitian) {E : ℂ} {r : n → ℂ}
    (hr : H *ᵥ r = E • r) (r0 : r ≠ 0) : star E = E := by
  have h1 : star r ᵥ* H = star E • star r := by
    have h := congrArg star hr
    rwa [Matrix.star_mulVec, hH.eq, star_smul] at h
  -- evaluate r† H r by acting to the right and to the left
  have h2 : star r ⬝ᵥ (H *ᵥ r) = (star r ᵥ* H) ⬝ᵥ r := Matrix.dotProduct_mulVec _ _ _
  rw [hr, h1, dotProduct_smul, smul_dotProduct, smul_eq_mul, smul_eq_mul] at h2
  have hN : star r ⬝ᵥ r ≠ 0 := fun h => r0 (dotProduct_star_self_eq_zero.1 (by exact h))
  exact (mul_right_cancel₀ hN h2).symm
```

Q: That concerns \(r\). What forces \(l\) to follow it?

A: Nondegeneracy. The adjoint of \(lH=El\) is \(Hl^\dagger=E^*l^\dagger=El^\dagger\), where the reality of \(E\) is used. So \(l^\dagger\) is a right eigenvector at the same energy, and \(l^\dagger=c\,r\) for some complex \(c\). Hence \(l=c^*r^\dagger\), and normalization gives \(c^*\,r^\dagger r=1\). Multiplying \(l\) by \(r^\dagger r\) yields

\[
(r^\dagger r)\,l=r^\dagger .
\]

The proof follows the same order: `h1` is the eigenvalue equation for \(l^\dagger\), the spanning condition provides `c`, and the final rewrites insert the normalization.

```lean
/-- For a nondegenerate level of a Hermitian matrix, the left state normalized by `l r = 1`
is the adjoint of the right state divided by its squared norm. -/
theorem left_state_eq_adjoint {H : Matrix n n ℂ} (hH : H.IsHermitian) {E : ℂ}
    {l r : n → ℂ} (hr : SpansEigenspace H E r) (hl : l ᵥ* H = E • l) (hlr : l ⬝ᵥ r = 1) :
    (star r ⬝ᵥ r) • l = star r := by
  have r0 : r ≠ 0 := by
    rintro rfl
    simp at hlr
  have hE := energy_real hH ((hr r).2 ⟨1, (one_smul ℂ r).symm⟩) r0
  -- the adjoint of l is a right eigenvector at the same energy
  have h1 : H *ᵥ star l = E • star l := by
    have h := congrArg star hl
    rwa [Matrix.star_vecMul, hH.eq, star_smul, hE] at h
  obtain ⟨c, hc⟩ := (hr _).1 h1
  have hl' : l = star c • star r := by
    rw [← star_smul, ← hc, star_star]
  rw [hl', smul_dotProduct, smul_eq_mul] at hlr
  rw [hl', smul_smul, mul_comm, hlr, one_smul]
```

Q: So the response density is just an expectation value?

A: Yes, in the normalized state \(r/\sqrt{r^\dagger r}\). Substituting \(l\) gives \((r^\dagger r)\,D(p,q)=r^\dagger A(p,q)\,r\). Since \(r^\dagger r\) is real,

\[
(r^\dagger r)\,D(p,q)^*=\bigl(r^\dagger A(p,q)r\bigr)^*=r^\dagger A(p,q)^\dagger r=r^\dagger A(q,p)r=(r^\dagger r)\,D(q,p),
\]

and cancelling the norm gives \(D(p,q)^*=D(q,p)\). In the proof, `hNs` is the reality of the norm, `hD` is the expectation-value formula, and the `calc` block carries out the conjugation.

```lean
/-- If the left state is the normalized adjoint of the right state, the response density of
every adjoint-symmetric operator family is Hermitian. -/
theorem density_hermitian_of_adjoint {l r : n → ℂ} (hlr : l ⬝ᵥ r = 1)
    (h : (star r ⬝ᵥ r) • l = star r) (A : ι → ι → Matrix n n ℂ)
    (hA : ∀ p q, (A p q)ᴴ = A q p) (p q : ι) :
    star (responseDensity l r A p q) = responseDensity l r A q p := by
  have hN : star r ⬝ᵥ r ≠ 0 := by
    intro h0
    rw [h0, zero_smul] at h
    have hr : r = 0 := star_eq_zero.1 h.symm
    simp [hr] at hlr
  have hNs : star (star r ⬝ᵥ r) = star r ⬝ᵥ r := by
    rw [star_overlap, star_star, dotProduct_comm]
  -- up to the norm, the density is an ordinary expectation value
  have hD : ∀ a b, (star r ⬝ᵥ r) * responseDensity l r A a b = star r ⬝ᵥ (A a b *ᵥ r) := by
    intro a b
    rw [responseDensity, ← smul_eq_mul, ← smul_dotProduct, h]
  apply mul_left_cancel₀ hN
  rw [hD q p, ← hA p q]
  calc (star r ⬝ᵥ r) * star (responseDensity l r A p q)
      = star ((star r ⬝ᵥ r) * responseDensity l r A p q) := by rw [star_mul', hNs]
    _ = star r ⬝ᵥ ((A p q)ᴴ *ᵥ r) := by
      rw [hD, star_overlap, star_star, Matrix.star_mulVec, dotProduct_comm,
        ← Matrix.dotProduct_mulVec]
```

This lemma needs no Hamiltonian, only the adjoint relation between the states. The full-CI theorem combines it with the previous step.

```lean
/-- For a nondegenerate level of a Hermitian matrix, with left and right eigenvectors normalized by
`l r = 1`, the response density of every adjoint-symmetric operator family satisfies `D(p,q)* =
D(q,p)`. -/
theorem fullCI_density_hermitian {H : Matrix n n ℂ} (hH : H.IsHermitian) {E : ℂ}
    {l r : n → ℂ} (hr : SpansEigenspace H E r) (hl : l ᵥ* H = E • l) (hlr : l ⬝ᵥ r = 1)
    (A : ι → ι → Matrix n n ℂ) (hA : ∀ p q, (A p q)ᴴ = A q p) (p q : ι) :
    star (responseDensity l r A p q) = responseDensity l r A q p :=
  density_hermitian_of_adjoint hlr (left_state_eq_adjoint hH hr hl hlr) A hA p q
```

Read in words: let \(H\) be a finite Hermitian matrix whose \(E\)-eigenspace is spanned by \(r\), let \(lH=El\) and \(lr=1\), and let \(A(p,q)^\dagger=A(q,p)\) for all labels. Then \(D(p,q)^*=D(q,p)\) for all \(p,q\).

Q: Suppose I run a truncated calculation and find a Hermitian density. Have I reached full CI?

A: No. Any nonzero \(r\), however poor, gives a Hermitian density when paired with \(l=r^\dagger/(r^\dagger r)\). A single family can also be uninformative: for the identity operator alone, the density is \(lr=1\) whatever \(l\) is. What can be recovered, if Hermiticity holds for every adjoint-symmetric family labelled by the basis states, is the adjoint relation. The matrix units are enough to show it, because their density is a product of amplitudes, \(D(p,q)=l_pr_q\).

```lean
/-- The response density of the matrix units is the product of left and right amplitudes. -/
lemma density_matrixUnits [DecidableEq n] (l r : n → ℂ) (p q : n) :
    responseDensity l r matrixUnits p q = l p * r q := by
  have h : (matrixUnits p q : Matrix n n ℂ) *ᵥ r = fun i => if p = i then r q else 0 := by
    funext i
    by_cases h : p = i <;>
      simp [matrixUnits, Matrix.mulVec, dotProduct, Matrix.single_apply, h]
  rw [responseDensity, h]
  simp [dotProduct]
```

Hermiticity then reads \(l_pr_q=(l_qr_p)^*\). Multiply by \(r_q^*\) and sum over \(q\):

\[
l_p\,(r^\dagger r)=\sum_q r_p^*\,(l_qr_q)^*=r_p^*\,(lr)^*=r_p^* .
\]

This is \((r^\dagger r)\,l=r^\dagger\) by components. In the proof, `hU` checks that the matrix units are adjoint-symmetric, and the `calc` block is the displayed sum. The opposite direction is the earlier lemma.

```lean
/-- For states with `l r = 1`, the response density is Hermitian for all adjoint-symmetric families
labelled by the basis states exactly when the left state is the normalized adjoint of the right
state. -/
theorem density_hermitian_iff [DecidableEq n] {l r : n → ℂ} (hlr : l ⬝ᵥ r = 1) :
    (∀ A : n → n → Matrix n n ℂ, (∀ p q, (A p q)ᴴ = A q p) →
      ∀ p q, star (responseDensity l r A p q) = responseDensity l r A q p) ↔
    (star r ⬝ᵥ r) • l = star r := by
  refine ⟨fun h => ?_, fun h A hA p q => density_hermitian_of_adjoint hlr h A hA p q⟩
  have hU : ∀ p q : n, (matrixUnits p q)ᴴ = matrixUnits q p := by
    intro p q
    ext i j
    by_cases h1 : p = j <;> by_cases h2 : q = i <;>
      simp [matrixUnits, h1, h2]
  have hD := h matrixUnits hU
  simp only [density_matrixUnits, star_mul'] at hD
  funext p
  -- contract the symmetry relation with r and use l r = 1
  have hs : ∑ q, l q * r q = 1 := hlr
  calc ((star r ⬝ᵥ r) • l) p = ∑ q, (l p * r q) * star (r q) := by
        simp only [Pi.smul_apply, smul_eq_mul, dotProduct, Finset.sum_mul, Pi.star_apply]
        exact Finset.sum_congr rfl fun q _ => by ring
    _ = ∑ q, star (r p) * star (l q * r q) := by
        refine Finset.sum_congr rfl fun q _ => ?_
        rw [← hD q p, star_mul']
        ring
    _ = star r p := by
        rw [← Finset.mul_sum, ← star_sum, hs, star_one, mul_one, Pi.star_apply]
```

Q: A diagnostic should give a number, not only yes or no.

A: For the matrix units there is an exact one, for any \(l\) and \(r\) with \(lr=1\). It measures the asymmetry, by which I mean the deviation from Hermiticity. Expanding the square gives

\[
|l_pr_q-(l_qr_p)^*|^2=|l_p|^2|r_q|^2+|l_q|^2|r_p|^2-2\,\mathrm{Re}\,(l_pr_p\,l_qr_q).
\]

Summed over \(p\) and \(q\), each of the first two terms gives \(\|l\|^2\|r\|^2\), and the last gives \(-2\,\mathrm{Re}\,(lr)^2=-2\). Therefore

\[
\sum_{p,q}|D(p,q)-D(q,p)^*|^2=2\bigl(\|l\|^2\|r\|^2-1\bigr).
\]

In the proof, `ht` is the expansion, `h1` and `h2` are the two norm products, and `h3` is the cross term.

```lean
/-- For states with `l r = 1`, the total squared deviation of the matrix-unit density from
Hermiticity is `2 (‖l‖² ‖r‖² - 1)`. -/
theorem total_asymmetry [DecidableEq n] {l r : n → ℂ} (hlr : l ⬝ᵥ r = 1) :
    ∑ p, ∑ q, ‖responseDensity l r matrixUnits p q
        - star (responseDensity l r matrixUnits q p)‖ ^ 2
      = 2 * ((∑ i, ‖l i‖ ^ 2) * (∑ i, ‖r i‖ ^ 2) - 1) := by
  have ht : ∀ p q, ‖l p * r q - star (l q * r p)‖ ^ 2
      = ‖l p‖ ^ 2 * ‖r q‖ ^ 2 + ‖l q‖ ^ 2 * ‖r p‖ ^ 2
        - (((l p * r p) * (l q * r q)).re + ((l p * r p) * (l q * r q)).re) := by
    intro p q
    simp only [Complex.sq_norm, Complex.normSq_apply, Complex.star_def, Complex.sub_re,
      Complex.sub_im, Complex.conj_re, Complex.conj_im, Complex.mul_re, Complex.mul_im]
    ring
  have h1 : ∑ p, ∑ q, ‖l p‖ ^ 2 * ‖r q‖ ^ 2 = (∑ i, ‖l i‖ ^ 2) * (∑ i, ‖r i‖ ^ 2) := by
    rw [Finset.sum_mul_sum]
  have h2 : ∑ p, ∑ q, ‖l q‖ ^ 2 * ‖r p‖ ^ 2 = (∑ i, ‖l i‖ ^ 2) * (∑ i, ‖r i‖ ^ 2) := by
    rw [Finset.sum_comm]
    exact h1
  -- the cross term is the square of l r
  have hs : ∑ i, l i * r i = 1 := hlr
  have h3 : ∑ p, ∑ q, ((l p * r p) * (l q * r q)).re = 1 := by
    calc _ = ((∑ p, l p * r p) * (∑ q, l q * r q)).re := by
          rw [Finset.sum_mul_sum]
          simp only [Complex.re_sum]
      _ = 1 := by rw [hs]; simp
  simp only [density_matrixUnits, ht, Finset.sum_sub_distrib, Finset.sum_add_distrib]
  rw [h1, h2, h3]
  ring
```

Q: Is that the asymmetry I would compute from a one-particle density matrix?

A: No, it runs over transitions between many-electron basis states. The one-particle density contains only certain combinations of these, and the formula gives neither its asymmetry nor the error in the energy. For coupled-cluster practice, the finite-basis result supports one inference: if an adjoint-symmetric family has a non-Hermitian density, then \(l\) is not the normalized adjoint of \(r\), so the pair can't be the exact left and right states of a nondegenerate level of a Hermitian \(H\).

Q: Show me a case that satisfies all your hypotheses, preferably with complex amplitudes.

A: Take the two-level Hamiltonian \(\begin{pmatrix}0&-i\\ i&0\end{pmatrix}\) with \(E=1\), \(r=(1,i)\) and \(l=(1/2,-i/2)\). The normalized state is \((1,i)/\sqrt2\). With basis labels 0 and 1, the matrix-unit density has \(D(0,1)=i/2\) and \(D(1,0)=-i/2\): Hermitian, though not symmetric. The theorem below verifies the hypotheses on \(H\), \(r\) and \(l\) component by component; the adjoint symmetry of the matrix units was checked in `hU` above.

```lean
/-- A complex two-level Hamiltonian with explicit left and right states meets the hypotheses of the
full-CI theorem on the matrix and the two states. -/
theorem fullCI_witness :
    (!![0, -Complex.I; Complex.I, 0] : Matrix (Fin 2) (Fin 2) ℂ).IsHermitian ∧
    SpansEigenspace !![0, -Complex.I; Complex.I, 0] 1 ![1, Complex.I] ∧
    ![1 / 2, -Complex.I / 2] ᵥ* !![0, -Complex.I; Complex.I, 0]
      = (1 : ℂ) • ![1 / 2, -Complex.I / 2] ∧
    ![1 / 2, -Complex.I / 2] ⬝ᵥ ![1, Complex.I] = 1 := by
  refine ⟨?_, fun v => ⟨fun h => ⟨v 0, ?_⟩, ?_⟩, ?_, ?_⟩
  · ext i j
    fin_cases i <;> fin_cases j <;> simp
  · have h1 := congrFun h 1
    simp [Matrix.mulVec, dotProduct, Fin.sum_univ_two] at h1
    funext i
    fin_cases i
    · simp
    · simp
      linear_combination -h1
  · rintro ⟨c, rfl⟩
    funext i
    fin_cases i
    · simp [Matrix.mulVec, dotProduct, Fin.sum_univ_two]
      linear_combination (-c) * Complex.I_mul_I
    · simp [Matrix.mulVec, dotProduct, Fin.sum_univ_two, mul_comm]
  · funext i
    fin_cases i
    · simp [Matrix.vecMul, dotProduct, Fin.sum_univ_two]
      linear_combination (-1 / 2 : ℂ) * Complex.I_mul_I
    · simp [Matrix.vecMul, dotProduct, Fin.sum_univ_two]
      try ring
  · simp [dotProduct, Fin.sum_univ_two]
    linear_combination (-1 / 2 : ℂ) * Complex.I_mul_I
```

Q: Now take away nondegeneracy. Molecules have degenerate levels.

A: Then the conclusion can fail. Let \(H\) be the \(2\times2\) identity, with \(E=1\), \(r=(1,0)\) and \(l=(1,1)\). Both are eigenvectors and \(lr=1\), but \(D(0,1)=0\) while \(D(1,0)=1\). The left state has picked up a component along the other member of the level. If the degeneracy is due to symmetry, the theorem can still be applied within a symmetry block where the level is nondegenerate, provided that both states lie in that block.

```lean
/-- In a degenerate level of a Hermitian matrix, left and right eigenvectors with `l r = 1` can have
a non-Hermitian matrix-unit density. -/
theorem degenerate_level_asymmetric :
    (1 : Matrix (Fin 2) (Fin 2) ℂ).IsHermitian ∧
    (1 : Matrix (Fin 2) (Fin 2) ℂ) *ᵥ ![1, 0] = (1 : ℂ) • ![1, 0] ∧
    ![1, 1] ᵥ* (1 : Matrix (Fin 2) (Fin 2) ℂ) = (1 : ℂ) • ![1, 1] ∧
    (![1, 1] : Fin 2 → ℂ) ⬝ᵥ ![1, 0] = 1 ∧
    star (responseDensity ![1, 1] ![1, 0] matrixUnits (1 : Fin 2) 0)
      ≠ responseDensity ![1, 1] ![1, 0] matrixUnits 0 1 := by
  refine ⟨Matrix.isHermitian_one, by simp, by simp, ?_, ?_⟩
  · simp [dotProduct, Fin.sum_univ_two]
  · rw [density_matrixUnits, density_matrixUnits]
    simp
```

Q: And if \(H\) is not Hermitian?

A: A nondegenerate level no longer protects the density. For \(\begin{pmatrix}0&1\\0&1\end{pmatrix}\) at \(E=0\), the right eigenvectors are the multiples of \(r=(1,0)\), and \(l=(1,-1)\) is a left eigenvector with \(lr=1\). Here \(D(0,1)=0\) and \(D(1,0)=-1\). The similarity-transformed Hamiltonian \(e^{-T}He^{T}\) of coupled-cluster theory is generally non-Hermitian too, even without truncation. For a nondegenerate full-CI level the density is still Hermitian, because \(l\) and \(r\) are then left and right eigenvectors of the Hermitian \(H\) itself, and nondegeneracy makes \(l\) the normalized adjoint of \(r\). The two-level matrix here is an algebraic example and not a model of a molecule.

In both counterexamples the proof checks the remaining hypotheses directly and reads off the two density elements from `density_matrixUnits`.

```lean
/-- For a non-Hermitian matrix, a nondegenerate level with `l r = 1` can have a non-Hermitian
matrix-unit density. -/
theorem nonHermitian_asymmetric :
    SpansEigenspace (!![0, 1; 0, 1] : Matrix (Fin 2) (Fin 2) ℂ) 0 ![1, 0] ∧
    ![1, -1] ᵥ* (!![0, 1; 0, 1] : Matrix (Fin 2) (Fin 2) ℂ) = (0 : ℂ) • ![1, -1] ∧
    (![1, -1] : Fin 2 → ℂ) ⬝ᵥ ![1, 0] = 1 ∧
    star (responseDensity ![1, -1] ![1, 0] matrixUnits (1 : Fin 2) 0)
      ≠ responseDensity ![1, -1] ![1, 0] matrixUnits 0 1 := by
  refine ⟨fun v => ⟨fun h => ⟨v 0, ?_⟩, ?_⟩, ?_, ?_, ?_⟩
  · have h1 := congrFun h 1
    simp [Matrix.mulVec, dotProduct, Fin.sum_univ_two] at h1
    funext i
    fin_cases i <;> simp [h1]
  · rintro ⟨c, rfl⟩
    funext i
    fin_cases i <;> simp [Matrix.mulVec, dotProduct, Fin.sum_univ_two]
  · funext i
    fin_cases i <;> simp [Matrix.vecMul, dotProduct, Fin.sum_univ_two]
  · simp [dotProduct, Fin.sum_univ_two]
  · rw [density_matrixUnits, density_matrixUnits]
    simp

end

end CoupledClusterDensityAsymmetry
```

```lean
#print axioms CoupledClusterDensityAsymmetry.fullCI_density_hermitian
-- 'CoupledClusterDensityAsymmetry.fullCI_density_hermitian' depends on axioms: [propext, Classical.choice, Quot.sound]
#print axioms CoupledClusterDensityAsymmetry.total_asymmetry
-- 'CoupledClusterDensityAsymmetry.total_asymmetry' depends on axioms: [propext, Classical.choice, Quot.sound]
#print axioms CoupledClusterDensityAsymmetry.degenerate_level_asymmetric
-- 'CoupledClusterDensityAsymmetry.degenerate_level_asymmetric' depends on axioms: [propext, Classical.choice, Quot.sound]
#print axioms CoupledClusterDensityAsymmetry.nonHermitian_asymmetric
-- 'CoupledClusterDensityAsymmetry.nonHermitian_asymmetric' depends on axioms: [propext, Classical.choice, Quot.sound]
```

Q: So where does the cluster expansion itself appear?

A: Only in the interpretation of \(l\) and \(r\). The file contains no cluster operator and no amplitude equations. That the coupled-cluster states become eigenvectors of \(H\) when no excitations are truncated enters as a hypothesis, through the two eigenvalue conditions.
